# Two-sided bounds on the dispersion energy beyond third order for identical, stably coupled oscillators

Cutting a many-body dispersion energy off after third order in the coupling leaves an error to be estimated. For identical harmonic oscillators without self-coupling, whose coupled potential is nowhere negative, this sheet bounds the exact energy minus the truncated one from below by a negative multiple of a trace and from above by zero. In electronic structure, this applies to dispersion corrections that model the atoms as such oscillators, all with the same frequency.

Let $N$ oscillators have bare frequency $\omega$ and mass-weighted displacements $x$, with potential energy $\tfrac12\omega^2x^{\mathsf T}(I+T)x$. The real symmetric matrix $T$ holds the dimensionless couplings, and $t_k$ are its eigenvalues. The normal modes have frequencies $\omega\sqrt{1+t_k}$, so coupling changes the zero-point energy by $\tfrac12\hbar\omega\,E$, where

$$E=\sum_k\sqrt{1+t_k}-N .$$

Two conditions on $T$ carry physics. A zero diagonal means that no coordinate couples to itself. Positive semidefiniteness of $I+T$ means that no mode has an imaginary frequency; zero frequencies are allowed.

In Lean, `n` is the finite set of oscillator labels and `Fintype.card n` is $N$. For atoms whose charge oscillates in three dimensions about a fixed nucleus, a label is an atom together with a Cartesian direction. The argument `hT` says that $T$ is Hermitian, which for real entries means symmetric, and `hT.eigenvalues k` is $t_k$. Unequal frequencies, anharmonicity and the construction of $T$ from positions and polarisabilities are not treated.

```lean
import Mathlib

open Matrix

namespace ManyBodyDispersionRemainder

noncomputable section

variable {n : Type*} [Fintype n] [DecidableEq n]

/-- The sum `∑ √(1 + t_k)` minus the number of oscillators, where `t_k` are the eigenvalues of the
real symmetric matrix `T`. If `I + T` is positive semidefinite, this is the coupling energy of
identical oscillators with coupling matrix `T`, in units of half the bare oscillator quantum. -/
def couplingEnergy {T : Matrix n n ℝ} (hT : T.IsHermitian) : ℝ :=
  ∑ k, √(1 + hT.eigenvalues k) - Fintype.card n
```

The work is done one mode at a time. Let $r(t)$ be what is left of $\sqrt{1+t}$ after its third-order Taylor polynomial is subtracted:

$$r(t)=\sqrt{1+t}-\left(1+\frac t2-\frac{t^2}{8}+\frac{t^3}{16}\right).$$

```lean
/-- What remains of `√(1 + t)` after its expansion through third order in `t` is subtracted. For
`t ≥ -1` the root is the relative frequency of one mode. -/
def modeRemainder (t : ℝ) : ℝ :=
  √(1 + t) - (1 + t / 2 - t ^ 2 / 8 + t ^ 3 / 16)
```

## (a) The remainder in terms of the mode frequency

Let $s\ge0$ be the frequency of a mode relative to the bare one, so that $t=s^2-1$. Show that

$$r(s^2-1)=-\frac{(s-1)^4(s^2+4s+5)}{16}.$$

Since $s\ge0$, the root is $\sqrt{1+t}=s$. Multiplying by 16 and inserting $t=s^2-1$ gives

$$16r=16s-16-8t+2t^2-t^3=-s^6+5s^4-15s^2+16s-5 .$$

Expanding $-(s-1)^4(s^2+4s+5)$ gives the same polynomial. In the proof, `h` evaluates the root and `ring` compares the polynomials.

```lean
/-- In terms of the relative frequency `s ≥ 0` of the mode, where `t = s² - 1`, the remainder is
an explicit polynomial with a fourfold zero at `s = 1`. -/
theorem modeRemainder_frequency {s : ℝ} (hs : 0 ≤ s) :
    modeRemainder (s ^ 2 - 1) = -((s - 1) ^ 4 * (s ^ 2 + 4 * s + 5)) / 16 := by
  have h : √(1 + (s ^ 2 - 1)) = s := by
    rw [show 1 + (s ^ 2 - 1) = s ^ 2 by ring, Real.sqrt_sq hs]
  rw [modeRemainder, h]
  ring
```

## (b) Bounds for one mode

Show that for $t\ge-1$

$$-\frac5{16}t^4\le r(t)\le0,$$

with both inequalities strict when $t>0$.

Put $s=\sqrt{1+t}$. In (a) both factors $(s-1)^4$ and $s^2+4s+5$ are nonnegative, which gives the upper bound. For the lower one, use $t^4=(s-1)^4(s+1)^4$:

$$r+\frac5{16}t^4=\frac{(s-1)^4}{16}\left[5(s+1)^4-(s^2+4s+5)\right]=\frac{(s-1)^4\,s\,(5s^3+20s^2+29s+16)}{16}\ge0 .$$

If $t>0$, then $s>1$ and every factor is positive. The identity is `gap` in the code, and `positivity` reads off the signs.

```lean
/-- For `t ≥ -1` the remainder of one mode lies between `-5t⁴/16` and zero, and for `t > 0` it
lies strictly between them. -/
theorem modeRemainder_bounds {t : ℝ} (ht : -1 ≤ t) :
    (-(5 / 16) * t ^ 4 ≤ modeRemainder t ∧ modeRemainder t ≤ 0) ∧
    (0 < t → -(5 / 16) * t ^ 4 < modeRemainder t ∧ modeRemainder t < 0) := by
  obtain ⟨s, hs, rfl⟩ : ∃ s : ℝ, 0 ≤ s ∧ t = s ^ 2 - 1 :=
    ⟨√(1 + t), Real.sqrt_nonneg _, by rw [Real.sq_sqrt (by linarith)]; ring⟩
  rw [modeRemainder_frequency hs]
  -- the distance to the lower bound also factorises
  have gap : -((s - 1) ^ 4 * (s ^ 2 + 4 * s + 5)) / 16 - -(5 / 16) * (s ^ 2 - 1) ^ 4
      = (s - 1) ^ 4 * (s * (5 * s ^ 3 + 20 * s ^ 2 + 29 * s + 16)) / 16 := by ring
  have h4 : 0 ≤ (s - 1) ^ 4 := by positivity
  refine ⟨⟨?_, ?_⟩, fun hpos => ?_⟩
  · have : 0 ≤ (s - 1) ^ 4 * (s * (5 * s ^ 3 + 20 * s ^ 2 + 29 * s + 16)) / 16 := by positivity
    linarith
  · have : 0 ≤ (s - 1) ^ 4 * (s ^ 2 + 4 * s + 5) := by positivity
    linarith
  · have hs1 : 0 < s - 1 := by nlinarith
    have hs0 : 0 < s := by linarith
    have h4' : 0 < (s - 1) ^ 4 := pow_pos hs1 4
    have h1 : 0 < (s - 1) ^ 4 * (s * (5 * s ^ 3 + 20 * s ^ 2 + 29 * s + 16)) / 16 := by
      positivity
    have h2 : 0 < (s - 1) ^ 4 * (s ^ 2 + 4 * s + 5) := by positivity
    constructor <;> linarith
```

## (c) A mode of zero frequency

Show that the lower bound is attained at $t=-1$:

$$r(-1)=-\frac5{16}(-1)^4 .$$

Setting $s=0$ in (a) gives $-(1\cdot5)/16$. Hence no constant smaller than $5/16$ serves for all $t\ge-1$ in (b). The Lean proof makes the same substitution.

```lean
/-- At `t = -1`, where the mode frequency vanishes, the remainder equals `-5t⁴/16`. -/
theorem modeRemainder_soft_mode : modeRemainder (-1) = -(5 / 16) * (-1) ^ 4 := by
  have h := modeRemainder_frequency (le_refl (0 : ℝ))
  norm_num at h ⊢
  exact h
```

## (d) Traces of powers

Show that for every natural number $p$

$$\operatorname{tr}T^p=\sum_k t_k^p .$$

Write $T=UDU^{\mathsf T}$ with $U$ orthogonal and $D$ the diagonal matrix of the $t_k$. Inner factors cancel, so $T^p=UD^pU^{\mathsf T}$. Cycling the trace gives $\operatorname{tr}(U^{\mathsf T}UD^p)=\operatorname{tr}D^p$. In Lean, `hp` is the formula for $T^p$ and `Matrix.trace_mul_cycle` does the cycling.

```lean
/-- The trace of a power of a real symmetric matrix is the sum of that power of its
eigenvalues. -/
theorem trace_pow_eq_sum {T : Matrix n n ℝ} (hT : T.IsHermitian) (p : ℕ) :
    (T ^ p).trace = ∑ k, hT.eigenvalues k ^ p := by
  have h := hT.spectral_theorem
  have hp : T ^ p = Unitary.conjStarAlgAut ℝ _ hT.eigenvectorUnitary
      ((diagonal (RCLike.ofReal ∘ hT.eigenvalues)) ^ p) := by
    rw [map_pow, ← h]
  rw [hp, Unitary.conjStarAlgAut_apply, Matrix.trace_mul_cycle, Unitary.coe_star_mul_self,
    one_mul, Matrix.diagonal_pow, Matrix.trace_diagonal]
  simp
```

## (e) The lowest possible eigenvalue

Let $I+T$ be positive semidefinite. Show that

$$t_k\ge-1\quad\text{for every }k.$$

Let $v$ be a unit eigenvector for $t_k$. Then

$$0\le v^{\mathsf T}(I+T)v=(1+t_k)\,v^{\mathsf T}v=1+t_k .$$

The code takes $v$ from Mathlib's orthonormal eigenbasis; besides the eigenvector equation it needs only $v^{\mathsf T}v>0$, not the value 1. It reaches a contradiction from $t_k<-1$.

```lean
/-- If `I + T` is positive semidefinite, no eigenvalue of the real symmetric matrix `T` lies
below `-1`. -/
theorem neg_one_le_eigenvalue {T : Matrix n n ℝ} (hT : T.IsHermitian)
    (hpos : (1 + T).PosSemidef) (k : n) : -1 ≤ hT.eigenvalues k := by
  let v : n → ℝ := (hT.eigenvectorBasis k).ofLp
  have hv : T *ᵥ v = hT.eigenvalues k • v := hT.mulVec_eigenvectorBasis k
  have hne : v ≠ 0 := fun h =>
    hT.eigenvectorBasis.orthonormal.ne_zero k (by ext i; exact congrFun h i)
  have hd0 : 0 ≤ v ⬝ᵥ v := Finset.sum_nonneg fun i _ => mul_self_nonneg (v i)
  have hd : 0 < v ⬝ᵥ v := lt_of_le_of_ne hd0 fun h => hne (dotProduct_self_eq_zero.mp h.symm)
  -- the quadratic form of I + T on the eigenvector
  have h0 := hpos.dotProduct_mulVec_nonneg v
  rw [Matrix.add_mulVec, Matrix.one_mulVec, hv, star_trivial, dotProduct_add, dotProduct_smul,
    smul_eq_mul] at h0
  by_contra hlt
  nlinarith [mul_pos (show 0 < -1 - hT.eigenvalues k by linarith [not_le.mp hlt]) hd]
```

## (f) From the energy to the modes

Let $T$ have zero diagonal. Show that

$$E+\frac{\operatorname{tr}T^2}{8}-\frac{\operatorname{tr}T^3}{16}=\sum_k r(t_k).$$

Summing the definition of $r$ gives

$$\sum_k r(t_k)=\sum_k\sqrt{1+t_k}-N-\frac12\sum_kt_k+\frac18\sum_kt_k^2-\frac1{16}\sum_kt_k^3 .$$

By (d) with $p=1$, the linear sum is $\operatorname{tr}T=0$; this is `h1`. The other two sums are the traces of $T^2$ and $T^3$. The Lean identity does not assume that $I+T$ is positive semidefinite: the same square roots stand on both sides, whatever value Lean gives to the root of a negative number. Reading $E$ as the coupling energy does need that condition.

```lean
/-- For a real symmetric `T` with zero diagonal, `couplingEnergy` plus `tr T²/8` minus `tr T³/16` is
the sum of `modeRemainder` over the eigenvalues of `T`. -/
theorem remainder_eq_sum {T : Matrix n n ℝ} (hT : T.IsHermitian) (hdiag : ∀ i, T i i = 0) :
    couplingEnergy hT + (T ^ 2).trace / 8 - (T ^ 3).trace / 16
      = ∑ k, modeRemainder (hT.eigenvalues k) := by
  have h1 : ∑ k, hT.eigenvalues k = 0 := by
    have h := trace_pow_eq_sum hT 1
    simp only [pow_one] at h
    rw [← h]
    simp [Matrix.trace, hdiag]
  rw [trace_pow_eq_sum hT, trace_pow_eq_sum hT, couplingEnergy]
  simp only [modeRemainder, Finset.sum_add_distrib, Finset.sum_sub_distrib, ← Finset.sum_div,
    Finset.sum_const, Finset.card_univ, nsmul_eq_mul, mul_one]
  rw [h1]
  ring
```

## (g) Bounds on the energy beyond third order

Let $T$ have zero diagonal and $I+T$ be positive semidefinite. Show that

$$-\frac5{16}\operatorname{tr}T^4\;\le\;E+\frac{\operatorname{tr}T^2}{8}-\frac{\operatorname{tr}T^3}{16}\;\le\;0 .$$

By (e), the bounds of (b) apply to each $t_k$. Add them over $k$, identify the middle with (f), and use (d) for $\sum_kt_k^4=\operatorname{tr}T^4$. The energy through third order is therefore never too low. In the statement, `Set.Icc` is the closed interval; `Finset.sum_le_sum` and `Finset.sum_nonpos` do the adding.

```lean
/-- For a real symmetric `T` with zero diagonal and `I + T` positive semidefinite, the coupling
energy differs from `-tr T²/8 + tr T³/16` by an amount between `-5 tr T⁴/16` and zero. -/
theorem dispersion_remainder_bounds {T : Matrix n n ℝ} (hT : T.IsHermitian)
    (hdiag : ∀ i, T i i = 0) (hpos : (1 + T).PosSemidef) :
    couplingEnergy hT + (T ^ 2).trace / 8 - (T ^ 3).trace / 16
      ∈ Set.Icc (-(5 / 16) * (T ^ 4).trace) 0 := by
  rw [remainder_eq_sum hT hdiag, trace_pow_eq_sum hT, Finset.mul_sum]
  have hb := fun k => (modeRemainder_bounds (neg_one_le_eigenvalue hT hpos k)).1
  exact ⟨Finset.sum_le_sum fun k _ => (hb k).1, Finset.sum_nonpos fun k _ => (hb k).2⟩
```

## (h) Strict bounds for a nonzero coupling

Suppose in addition that $T\ne0$. Show that

$$-\frac5{16}\operatorname{tr}T^4\;<\;E+\frac{\operatorname{tr}T^2}{8}-\frac{\operatorname{tr}T^3}{16}\;<\;0 .$$

If no eigenvalue were positive, all would have to vanish, because they add up to zero. A symmetric matrix with only zero eigenvalues is zero, contrary to assumption. So some $t_k>0$, and for that mode both bounds in (b) are strict. One strict term makes the whole sum strict, which is `Finset.sum_lt_sum`. The open interval is `Set.Ioo`.

```lean
/-- For a nonzero real symmetric `T` with zero diagonal and `I + T` positive semidefinite, the
coupling energy differs from `-tr T²/8 + tr T³/16` by an amount strictly between `-5 tr T⁴/16` and
zero. -/
theorem dispersion_remainder_strict {T : Matrix n n ℝ} (hT : T.IsHermitian)
    (hdiag : ∀ i, T i i = 0) (hpos : (1 + T).PosSemidef) (hne : T ≠ 0) :
    couplingEnergy hT + (T ^ 2).trace / 8 - (T ^ 3).trace / 16
      ∈ Set.Ioo (-(5 / 16) * (T ^ 4).trace) 0 := by
  -- a nonzero traceless real symmetric matrix has a positive eigenvalue
  obtain ⟨k, hk⟩ : ∃ k, 0 < hT.eigenvalues k := by
    by_contra hcon
    push Not at hcon
    have h1 : ∑ k, hT.eigenvalues k = 0 := by
      have h := trace_pow_eq_sum hT 1
      simp only [pow_one] at h
      rw [← h]
      simp [Matrix.trace, hdiag]
    have hz := (Finset.sum_eq_zero_iff_of_nonpos fun k _ => hcon k).mp h1
    exact hne (hT.eigenvalues_eq_zero_iff.mp (funext fun k => hz k (Finset.mem_univ k)))
  rw [remainder_eq_sum hT hdiag, trace_pow_eq_sum hT, Finset.mul_sum]
  have hb := fun k => modeRemainder_bounds (neg_one_le_eigenvalue hT hpos k)
  refine ⟨Finset.sum_lt_sum (fun j _ => (hb j).1.1) ⟨k, Finset.mem_univ k, ((hb k).2 hk).1⟩, ?_⟩
  have h := Finset.sum_lt_sum (fun j (_ : j ∈ Finset.univ) => (hb j).1.2)
    ⟨k, Finset.mem_univ k, ((hb k).2 hk).2⟩
  simpa using h
```

## (i) The third-order trace for three oscillators

Number three oscillators 0, 1, 2, with one coordinate each and zero diagonal coupling. Show that

$$\operatorname{tr}T^3=6\,T_{01}T_{12}T_{02}.$$

In $\operatorname{tr}T^3=\sum_{ijk}T_{ij}T_{jk}T_{ki}$, a term vanishes if two indices agree, since it then contains a diagonal entry. The $3!=6$ remaining terms are equal by symmetry. Lean writes out all the sums, replaces the lower triangle by the upper one and finishes with `ring`.

```lean
/-- For three oscillators with a real symmetric coupling matrix of zero diagonal, `tr T³` is six
times the product of the three pair couplings. -/
theorem trace_cube_three {T : Matrix (Fin 3) (Fin 3) ℝ} (hT : T.IsHermitian)
    (hdiag : ∀ i, T i i = 0) : (T ^ 3).trace = 6 * (T 0 1 * T 1 2 * T 0 2) := by
  have h10 : T 1 0 = T 0 1 := (hT.apply 1 0).symm
  have h20 : T 2 0 = T 0 2 := (hT.apply 2 0).symm
  have h21 : T 2 1 = T 1 2 := (hT.apply 2 1).symm
  simp only [pow_three, Matrix.trace, Matrix.diag_apply, Matrix.mul_apply, Fin.sum_univ_three,
    hdiag, h10, h20, h21]
  ring
```

## (j) Lowest-order pair and three-body terms for three oscillators

For three oscillators as in (i), with zero diagonal coupling, let $q=T_{01}^2+T_{12}^2+T_{02}^2$, and let $I+T$ be positive semidefinite. Show that

$$-\frac58q^2\;\le\;E-\left(-\frac q4+\frac38T_{01}T_{12}T_{02}\right)\le0 .$$

Each pair appears twice in $\operatorname{tr}T^2=\sum_{ij}T_{ij}^2$, so $\operatorname{tr}T^2=2q$. For the fourth power, abbreviate $a=T_{01}$, $b=T_{12}$, $c=T_{02}$. The matrix $T^2$ has diagonal entries $a^2+c^2$, $a^2+b^2$, $b^2+c^2$ and off-diagonal entries $bc$, $ab$, $ac$, each appearing twice. The sum of their squares is

$$\operatorname{tr}T^4=2(a^4+b^4+c^4)+4(a^2b^2+b^2c^2+a^2c^2)=2q^2 .$$

Inserting these traces and (i) into (g) gives the claim. The two traces are `t2` and `t4` in the code, and `hq` fixes the meaning of `q`.

The two terms in the bracket are the pair and three-body energies at lowest order only; the remainder holds the higher orders of both. The product term is a scalar analogue of the triple-dipole energy of three atoms. With three Cartesian directions per atom, $T$ would be a $9\times9$ matrix; (g) would still apply, but (j) would not.

```lean
/-- For three oscillators with zero diagonal coupling and `I + T` positive semidefinite, let `q`
be the sum of the squared pair couplings. The energy differs from the pair term `-q/4` plus the
three-body term `(3/8) T₀₁T₁₂T₀₂` by an amount between `-5q²/8` and zero. -/
theorem three_oscillator_bounds {T : Matrix (Fin 3) (Fin 3) ℝ} (hT : T.IsHermitian)
    (hdiag : ∀ i, T i i = 0) (hpos : (1 + T).PosSemidef) {q : ℝ}
    (hq : q = T 0 1 ^ 2 + T 1 2 ^ 2 + T 0 2 ^ 2) :
    couplingEnergy hT - (-q / 4 + 3 / 8 * (T 0 1 * T 1 2 * T 0 2))
      ∈ Set.Icc (-(5 / 8) * q ^ 2) 0 := by
  have h10 : T 1 0 = T 0 1 := (hT.apply 1 0).symm
  have h20 : T 2 0 = T 0 2 := (hT.apply 2 0).symm
  have h21 : T 2 1 = T 1 2 := (hT.apply 2 1).symm
  have t2 : (T ^ 2).trace = 2 * q := by
    simp only [hq, pow_two, Matrix.trace, Matrix.diag_apply, Matrix.mul_apply,
      Fin.sum_univ_three, hdiag, h10, h20, h21]
    ring
  have t4 : (T ^ 4).trace = 2 * q ^ 2 := by
    rw [show T ^ 4 = (T * T) * (T * T) by noncomm_ring, hq]
    simp only [Matrix.trace, Matrix.diag_apply, Matrix.mul_apply, Fin.sum_univ_three,
      hdiag, h10, h20, h21]
    ring
  obtain ⟨hl, hu⟩ := dispersion_remainder_bounds hT hdiag hpos
  rw [t2, trace_cube_three hT hdiag] at hl hu
  rw [t4] at hl
  constructor <;> linarith

end

end ManyBodyDispersionRemainder
```

```lean
#print axioms ManyBodyDispersionRemainder.modeRemainder_soft_mode
#print axioms ManyBodyDispersionRemainder.dispersion_remainder_strict
#print axioms ManyBodyDispersionRemainder.three_oscillator_bounds
```

```
'ManyBodyDispersionRemainder.modeRemainder_soft_mode' depends on axioms: [propext, Classical.choice, Quot.sound]
'ManyBodyDispersionRemainder.dispersion_remainder_strict' depends on axioms: [propext, Classical.choice, Quot.sound]
'ManyBodyDispersionRemainder.three_oscillator_bounds' depends on axioms: [propext, Classical.choice, Quot.sound]
```

## Three equal couplings of 0.1

Take $T_{01}=T_{12}=T_{02}=0.1$. The eigenvalues are $0.2,-0.1,-0.1$, so $I+T$ is positive definite, and

$$E=\sqrt{1.2}+2\sqrt{0.9}-3\approx-0.007188 .$$

Here $q=0.03$. The pair term is $-0.0075$ and the three-body term is $+0.000375$, together $-0.007125$. The actual difference is about $-0.000063$, inside the interval from $-0.0005625$ to $0$ given by (j). The lower bound is about nine times the actual error: it is safe but generous at weak coupling, since its constant has to cover modes of zero frequency as well.
